# In a finite basis with nonnegative energies, n ≥ 2 backward-Euler steps in imaginary time err by at most ‖φ(0)‖/(n−1)

Let $H$ be a fixed Hamiltonian in a finite basis, with its energy zero at or below the ground state, and set $\hbar=1$. Exact imaginary-time propagation solves $\varphi'=-H\varphi$. I replace it by $n$ backward-Euler steps of length $h=\tau/n$, each solving $(1+hH)u_{k+1}=u_k$, with $u_0=\varphi(0)$.

For a component of energy $\varepsilon$, one step has a defect of about $(h\varepsilon)^2/2$, so $n$ steps seem to accumulate $(\tau\varepsilon)^2/(2n)$. When I raise the basis-set cutoff, the largest $\varepsilon$ grows and this estimate blows up. The propagation nevertheless stays well behaved. Do I have to increase $n$ with the cutoff to keep the error in $u_n$ under control?

## No: the damping of high energies offsets their step error

Write $x=\tau\varepsilon\ge 0$ for energy times total imaginary time, and $y=x/n$ for the same quantity per step. The exact damping factor is $e^{-x}$ and the numerical one is $(1+y)^{-n}$. For $n\ge2$ and every $x\ge0$,

$$0\le \left(1+\frac{x}{n}\right)^{-n}-e^{-x}\le\frac1{n-1}.$$

Your estimate counts the defects but leaves out the division by $(1+y)^n$, which also grows with energy.

### The scalar bound

Let $q=(1+y)e^{-y}$, the ratio of one exact damping factor to one numerical factor. Since $1+y\le e^y$, we have $0\le q\le1$. For a lower bound, take $g(z)=(1+z)e^{-z}+z^2/2$. Its derivative is $g'(z)=z(1-e^{-z})\ge0$, and $g(0)=1$, so

$$q\ge 1-\frac{y^2}{2}.$$

Put $P=(1+y)^n$. Then $Pe^{-x}=q^n$, and therefore

$$P^{-1}-e^{-x}=\frac{1-q^n}{P}.$$

This is nonnegative because $q^n\le1$. Bernoulli's inequality gives $q^n\ge1+n(q-1)\ge1-ny^2/2$, so the numerator is at most $ny^2/2$, which is your accumulated defect.

The denominator satisfies

$$P\ge1+ny+\frac{n(n-1)}2y^2.$$

This follows by induction: multiplying the bound for $k$ by $1+y$ gives the bound for $k+1$ plus the nonnegative term $\frac{k(k-1)}2y^3$. Hence $(n-1)\,ny^2/2\le P$, and the quotient is at most $1/(n-1)$.

### From one energy to the whole state

Let $Hv=\varepsilon v$. Because $H$ is symmetric, $\langle v,H\varphi\rangle=\varepsilon\langle v,\varphi\rangle$, so

$$\frac{d}{dt}\left(e^{t\varepsilon}\langle v,\varphi(t)\rangle\right)=0,\qquad \langle v,\varphi(\tau)\rangle=e^{-\tau\varepsilon}\langle v,\varphi(0)\rangle.$$

Taking the overlap of the implicit equation with $v$ gives $(1+h\varepsilon)\langle v,u_{k+1}\rangle=\langle v,u_k\rangle$. After $n$ steps the overlap has been multiplied by $(1+\tau\varepsilon/n)^{-n}$. Each eigencomponent is thus damped no more than it should be.

Now choose an orthonormal eigenbasis $b_i$ with energies $\varepsilon_i\ge0$. Parseval's identity and the scalar bound give

$$\|u_n-\varphi(\tau)\|^2=\sum_i|\langle b_i,u_n-\varphi(\tau)\rangle|^2\le\frac{1}{(n-1)^2}\sum_i|\langle b_i,\varphi(0)\rangle|^2=\frac{\|\varphi(0)\|^2}{(n-1)^2}.$$

Neither the dimension nor the largest energy appears. For imaginary-time relaxation of an initially normalised orbital under a fixed, linear Hamiltonian in a finite basis, the number of steps needed for a given absolute error can therefore be chosen independently of the cutoff.

### What the Lean statements say

`eulerDamping n x` is the numerical factor, and `eulerDamping_sub_exp` is the two-sided scalar inequality. The state space `E` is a complex inner product space, `H` is a linear map on it, and `H.IsSymmetric` says that $\langle H\psi,\chi\rangle=\langle\psi,H\chi\rangle$. The inner product is conjugate-linear in its first argument.

`IsImaginaryTime H φ` is the differential equation at every real time, and `IsBackwardEuler H h u` is the implicit equation at every step. The damping factors are derived from these equations.

The norm bound is `backwardEuler_error`. Its hypothesis `hpos` requires nonnegative energy expectation values. Physically, it restricts the choice of energy zero: if a molecular Hamiltonian has negative energies, a reference energy at or below its ground state must first be subtracted from it. The hypothesis `h0` gives both trajectories the same initial state.

The theorem concerns exactly solved linear steps and a time-independent `H`. It leaves out roundoff, incomplete iterative solves and self-consistent Hamiltonians that change with the orbitals. The basis is finite, and the error is measured against exact propagation in that same basis, so basis-set error is a separate matter.

The bound compares the error with the norm of the initial state, not with the norm that remains at time $\tau$. If the whole state decays strongly, the error can be large compared with what remains, which matters if you renormalise afterwards.

```lean
import Mathlib

open scoped InnerProductSpace

namespace BackwardEulerDamping

noncomputable section

/-- The damping factor `(1 + x/n)^(-n)` of `n ≥ 1` backward-Euler steps, where `x ≥ 0` is
energy times total imaginary time. -/
def eulerDamping (n : ℕ) (x : ℝ) : ℝ := ((1 + x / n) ^ n)⁻¹

/-- For `y ≥ 0`, the ratio `(1 + y) exp (-y)` of the exact damping factor to that of one
backward-Euler step is at least `1 - y^2/2`. -/
theorem one_step_defect {y : ℝ} (hy : 0 ≤ y) :
    1 - y ^ 2 / 2 ≤ (1 + y) * Real.exp (-y) := by
  have hd : ∀ z : ℝ, HasDerivAt (fun z : ℝ => (1 + z) * Real.exp (-z) + z ^ 2 / 2)
      (z * (1 - Real.exp (-z))) z := by
    intro z
    have h1 : HasDerivAt (fun z : ℝ => 1 + z) 1 z := (hasDerivAt_id' z).const_add 1
    have h2 : HasDerivAt (fun z : ℝ => Real.exp (-z)) (Real.exp (-z) * (-1)) z :=
      (hasDerivAt_id' z).fun_neg.exp
    have h3 : HasDerivAt (fun z : ℝ => z ^ 2 / 2) z z :=
      ((hasDerivAt_pow 2 z).div_const 2).congr_deriv (by norm_num)
    exact ((h1.fun_mul h2).fun_add h3).congr_deriv (by ring)
  -- the derivative `z (1 - exp (-z))` is nonnegative for either sign of `z`
  have hm := monotone_of_deriv_nonneg (fun z => (hd z).differentiableAt) (fun z => by
    rw [(hd z).deriv]
    rcases le_total 0 z with hz | hz
    · exact mul_nonneg hz (sub_nonneg.2 (Real.exp_le_one_iff.2 (by linarith)))
    · exact mul_nonneg_of_nonpos_of_nonpos hz
        (sub_nonpos.2 (Real.one_le_exp (by linarith))))
  have h := hm hy
  norm_num at h
  linarith

/-- For `y ≥ 0` the power `(1 + y)^n` dominates its binomial expansion to second order. -/
theorem second_order_le_pow {y : ℝ} (hy : 0 ≤ y) (n : ℕ) :
    1 + n * y + n * (n - 1) / 2 * y ^ 2 ≤ (1 + y) ^ n := by
  induction n with
  | zero => simp
  | succ k ih =>
    have hk : 0 ≤ (k : ℝ) * (k - 1) := by
      rcases Nat.eq_zero_or_pos k with h | h
      · simp [h]
      · have h1 : (1 : ℝ) ≤ k := by exact_mod_cast h
        exact mul_nonneg (by positivity) (by linarith)
    have h3 : 0 ≤ (k : ℝ) * (k - 1) * y ^ 3 := mul_nonneg hk (by positivity)
    have h4 := mul_le_mul_of_nonneg_right ih (by linarith : 0 ≤ 1 + y)
    rw [pow_succ (1 + y) k]
    push_cast
    linarith

/-- For `n ≥ 2` steps and every `x ≥ 0`, the backward-Euler damping factor exceeds `exp (-x)`
by at least `0` and at most `1/(n-1)`. -/
theorem eulerDamping_sub_exp {n : ℕ} (hn : 2 ≤ n) {x : ℝ} (hx : 0 ≤ x) :
    0 ≤ eulerDamping n x - Real.exp (-x) ∧
      eulerDamping n x - Real.exp (-x) ≤ 1 / ((n : ℝ) - 1) := by
  have hn2 : (2 : ℝ) ≤ n := by exact_mod_cast hn
  have hn0 : (n : ℝ) ≠ 0 := by linarith
  have hn1 : 0 < (n : ℝ) - 1 := by linarith
  unfold eulerDamping
  have hy : 0 ≤ x / n := by positivity
  have hxy : Real.exp (-x) = Real.exp (-(x / n)) ^ n := by
    rw [← Real.exp_nat_mul]
    congr 1
    field_simp
  have hb := second_order_le_pow hy n
  have hs := one_step_defect hy
  have hq0 : 0 ≤ (1 + x / n) * Real.exp (-(x / n)) := by positivity
  have hq1 : (1 + x / n) * Real.exp (-(x / n)) ≤ 1 := by
    have h := mul_le_mul_of_nonneg_right (Real.add_one_le_exp (x / n))
      (Real.exp_pos (-(x / n))).le
    rw [← Real.exp_add, add_neg_cancel, Real.exp_zero] at h
    linarith
  have hP : 0 < (1 + x / n) ^ n := by positivity
  have hPe : (1 + x / n) ^ n * Real.exp (-x) =
      ((1 + x / n) * Real.exp (-(x / n))) ^ n := by rw [hxy, mul_pow]
  have hle : (1 + x / n) ^ n * Real.exp (-x) ≤ 1 := by
    rw [hPe]
    exact pow_le_one₀ hq0 hq1
  -- Bernoulli's inequality accumulates the one-step defects
  have hB : 1 - n * ((x / n) ^ 2 / 2) ≤ (1 + x / n) ^ n * Real.exp (-x) := by
    rw [hPe]
    have h := one_add_mul_le_pow
      (by linarith : -2 ≤ (1 + x / n) * Real.exp (-(x / n)) - 1) n
    rw [add_sub_cancel] at h
    have h' := mul_le_mul_of_nonneg_left hs (by linarith : (0 : ℝ) ≤ n)
    linarith
  have hdiff : ((1 + x / n) ^ n)⁻¹ - Real.exp (-x) =
      (1 - (1 + x / n) ^ n * Real.exp (-x)) / (1 + x / n) ^ n := by
    rw [sub_div, mul_div_cancel_left₀ _ hP.ne', one_div]
  rw [hdiff]
  refine ⟨div_nonneg (by linarith) hP.le, ?_⟩
  rw [div_le_div_iff₀ hP hn1]
  have h := mul_le_mul_of_nonneg_right hB hn1.le
  have hny : 0 ≤ (n : ℝ) * (x / n) := by positivity
  linarith

variable {E : Type*} [NormedAddCommGroup E] [InnerProductSpace ℂ E]

/-- `φ` solves the imaginary-time Schrödinger equation `φ' = -H φ`. -/
def IsImaginaryTime (H : E →ₗ[ℂ] E) (φ : ℝ → E) : Prop :=
  ∀ t, HasDerivAt φ (-(H (φ t))) t

/-- `u` is a sequence of backward-Euler steps of length `h`: `(1 + h H) u (k+1) = u k`. -/
def IsBackwardEuler (H : E →ₗ[ℂ] E) (h : ℝ) (u : ℕ → E) : Prop :=
  ∀ k, u (k + 1) + (h : ℂ) • H (u (k + 1)) = u k

/-- For symmetric `H`, the overlap of the exact trajectory with an eigenvector of energy `ε`
is multiplied by `exp (-τ ε)` in imaginary time `τ`. -/
theorem overlap_exact {H : E →ₗ[ℂ] E} (hH : H.IsSymmetric) {v : E} {ε : ℝ}
    (hv : H v = (ε : ℂ) • v) {φ : ℝ → E} (hφ : IsImaginaryTime H φ) (τ : ℝ) :
    ⟪v, φ τ⟫_ℂ = (Real.exp (-(τ * ε)) : ℂ) * ⟪v, φ 0⟫_ℂ := by
  have hd : ∀ t : ℝ, HasDerivAt
      (fun t : ℝ => ((Real.exp (t * ε) : ℝ) : ℂ) * ⟪v, φ t⟫_ℂ) 0 t := by
    intro t
    have h1 : HasDerivAt (fun t : ℝ => Real.exp (t * ε)) (Real.exp (t * ε) * ε) t :=
      ((hasDerivAt_id' t).mul_const ε).exp.congr_deriv (by ring)
    have h2 := (hasDerivAt_const t v).inner ℂ (hφ t)
    refine (h1.ofReal_comp.fun_mul h2).congr_deriv ?_
    rw [inner_neg_right, ← hH v (φ t), hv, inner_smul_left, Complex.conj_ofReal,
      inner_zero_left, Complex.ofReal_mul]
    ring
  -- the overlap times `exp (t ε)` is conserved
  have hc := is_const_of_deriv_eq_zero (fun t => (hd t).differentiableAt)
    (fun t => (hd t).deriv) τ 0
  simp only [zero_mul, Real.exp_zero, Complex.ofReal_one, one_mul] at hc
  rw [← hc, ← mul_assoc, ← Complex.ofReal_mul, ← Real.exp_add, neg_add_cancel,
    Real.exp_zero, Complex.ofReal_one, one_mul]

/-- For symmetric `H` and `τ ε ≥ 0`, `n` backward-Euler steps of length `τ/n` multiply the
overlap with an eigenvector of energy `ε` by the damping factor at `τ ε`. -/
theorem overlap_backwardEuler {H : E →ₗ[ℂ] E} (hH : H.IsSymmetric) {v : E} {ε τ : ℝ}
    (hv : H v = (ε : ℂ) • v) (hx : 0 ≤ τ * ε) {n : ℕ} {u : ℕ → E}
    (hu : IsBackwardEuler H (τ / n) u) :
    ⟪v, u n⟫_ℂ = (eulerDamping n (τ * ε) : ℂ) * ⟪v, u 0⟫_ℂ := by
  have hk : ∀ k, (((1 + τ * ε / n) ^ k : ℝ) : ℂ) * ⟪v, u k⟫_ℂ = ⟪v, u 0⟫_ℂ := by
    intro k
    induction k with
    | zero => simp
    | succ k ih =>
      rw [← ih, ← hu k, inner_add_right, inner_smul_right, ← hH v (u (k + 1)), hv,
        inner_smul_left, Complex.conj_ofReal]
      push_cast
      ring
  have hP : (1 + τ * ε / n) ^ n ≠ 0 := by positivity
  rw [← hk n, ← mul_assoc, ← Complex.ofReal_mul, eulerDamping, inv_mul_cancel₀ hP,
    Complex.ofReal_one, one_mul]

/-- Cutoff-independent error bound: for a symmetric `H` with nonnegative energy expectation
values in a finite basis, `n ≥ 2` backward-Euler steps over imaginary time `τ ≥ 0` from the same
initial state differ from the exact propagation by at most `‖φ 0‖/(n-1)`. -/
theorem backwardEuler_error [FiniteDimensional ℂ E] {H : E →ₗ[ℂ] E} (hH : H.IsSymmetric)
    (hpos : ∀ ψ, 0 ≤ (⟪ψ, H ψ⟫_ℂ).re) {τ : ℝ} (hτ : 0 ≤ τ) {n : ℕ} (hn : 2 ≤ n)
    {φ : ℝ → E} (hφ : IsImaginaryTime H φ) {u : ℕ → E}
    (hu : IsBackwardEuler H (τ / n) u) (h0 : u 0 = φ 0) :
    ‖u n - φ τ‖ ≤ ‖φ 0‖ / ((n : ℝ) - 1) := by
  have hn2 : (2 : ℝ) ≤ n := by exact_mod_cast hn
  have hn1 : 0 < (n : ℝ) - 1 := by linarith
  let b := hH.eigenvectorBasis rfl
  let ev := hH.eigenvalues rfl
  have hb : ∀ i, H (b i) = ((ev i : ℝ) : ℂ) • b i :=
    fun i => hH.apply_eigenvectorBasis rfl i
  have hev : ∀ i, 0 ≤ ev i := by
    intro i
    have h := hpos (b i)
    rw [hb i, inner_smul_right, inner_self_eq_norm_sq_to_K, b.orthonormal.1 i] at h
    simpa using h
  have hnorm : ∀ x : E, ‖x‖ ^ 2 = ∑ i, ‖⟪b i, x⟫_ℂ‖ ^ 2 := by
    intro x
    rw [← b.repr.norm_map x, EuclideanSpace.norm_sq_eq]
    simp only [b.repr_apply_apply]
  -- the scalar bound holds for each energy separately
  have hcomp : ∀ i, ‖⟪b i, u n - φ τ⟫_ℂ‖ ≤ 1 / ((n : ℝ) - 1) * ‖⟪b i, φ 0⟫_ℂ‖ := by
    intro i
    have hx : 0 ≤ τ * ev i := mul_nonneg hτ (hev i)
    obtain ⟨hl, hr⟩ := eulerDamping_sub_exp hn hx
    rw [inner_sub_right, overlap_backwardEuler hH (hb i) hx hu,
      overlap_exact hH (hb i) hφ τ, h0, ← sub_mul, ← Complex.ofReal_sub, norm_mul,
      Complex.norm_real, Real.norm_eq_abs, abs_of_nonneg hl]
    exact mul_le_mul_of_nonneg_right hr (norm_nonneg _)
  rw [← sq_le_sq₀ (norm_nonneg _) (div_nonneg (norm_nonneg _) hn1.le)]
  calc ‖u n - φ τ‖ ^ 2 = ∑ i, ‖⟪b i, u n - φ τ⟫_ℂ‖ ^ 2 := hnorm _
    _ ≤ ∑ i, (1 / ((n : ℝ) - 1) * ‖⟪b i, φ 0⟫_ℂ‖) ^ 2 :=
        Finset.sum_le_sum fun i _ => pow_le_pow_left₀ (norm_nonneg _) (hcomp i) 2
    _ = (‖φ 0‖ / ((n : ℝ) - 1)) ^ 2 := by
        simp only [mul_pow]
        rw [← Finset.mul_sum, ← hnorm]
        ring

/-- The two-level Hamiltonian with energies `0` and `1`. -/
def twoLevel : EuclideanSpace ℂ (Fin 2) →ₗ[ℂ] EuclideanSpace ℂ (Fin 2) where
  toFun v := !₂[0, v 1]
  map_add' v w := by ext i; fin_cases i <;> simp
  map_smul' c v := by ext i; fin_cases i <;> simp

/-- The two-level Hamiltonian is symmetric with nonnegative expectation values, and for `τ ≥ 0`
a superposition of its two levels has the stated exact and backward-Euler trajectories. -/
theorem backwardEuler_witness {τ : ℝ} (hτ : 0 ≤ τ) (n : ℕ) :
    twoLevel.IsSymmetric ∧ (∀ ψ, 0 ≤ (⟪ψ, twoLevel ψ⟫_ℂ).re) ∧
    IsImaginaryTime twoLevel
      (fun t => !₂[(1 : ℂ), 0] + ((Real.exp (-t) : ℝ) : ℂ) • !₂[(0 : ℂ), 1]) ∧
    IsBackwardEuler twoLevel (τ / n)
      (fun k => !₂[(1 : ℂ), 0] + ((((1 + τ / n) ^ k)⁻¹ : ℝ) : ℂ) • !₂[(0 : ℂ), 1]) := by
  have hT : ∀ c : ℂ, twoLevel (!₂[(1 : ℂ), 0] + c • !₂[(0 : ℂ), 1]) =
      c • !₂[(0 : ℂ), 1] := by
    intro c
    ext i
    fin_cases i <;> simp [twoLevel]
  refine ⟨?_, ?_, ?_, ?_⟩
  · intro v w
    simp [twoLevel, PiLp.inner_apply, Fin.sum_univ_two]
  · intro ψ
    have h : ⟪ψ, twoLevel ψ⟫_ℂ = ((Complex.normSq (ψ 1) : ℝ) : ℂ) := by
      simp [twoLevel, PiLp.inner_apply, Fin.sum_univ_two, Complex.mul_conj]
    rw [h, Complex.ofReal_re]
    exact Complex.normSq_nonneg _
  · intro t
    have h1 : HasDerivAt (fun t : ℝ => Real.exp (-t)) (-Real.exp (-t)) t :=
      (hasDerivAt_id' t).fun_neg.exp.congr_deriv (by ring)
    refine ((h1.ofReal_comp.smul_const !₂[(0 : ℂ), 1]).const_add
      !₂[(1 : ℂ), 0]).congr_deriv ?_
    rw [hT, Complex.ofReal_neg, neg_smul]
  · intro k
    have hh : 1 + τ / n ≠ 0 := by positivity
    have hc : ((1 + τ / n) ^ k)⁻¹ = (1 + τ / n) * ((1 + τ / n) ^ (k + 1))⁻¹ := by
      rw [pow_succ]
      field_simp
    simp only [hT]
    rw [hc, Complex.ofReal_mul, Complex.ofReal_add, Complex.ofReal_one]
    module

end

end BackwardEulerDamping
```

```lean
#print axioms BackwardEulerDamping.backwardEuler_error
-- 'BackwardEulerDamping.backwardEuler_error' depends on axioms: [propext, Classical.choice, Quot.sound]
```

### How the lemmas fit the derivation

`one_step_defect` proves the lower bound on $q$. It computes $g'$, checks its sign for both signs of $z$, and applies `monotone_of_deriv_nonneg` between $0$ and $y$. `second_order_le_pow` is the induction for $P$; its term `h3` is the cubic remainder.

In `eulerDamping_sub_exp`, `hq0` and `hq1` place $q$ between $0$ and $1$, `hPe` is the identity $Pe^{-x}=q^n$, and `hB` is the Bernoulli step. The difference is rewritten as a quotient by `hdiff`. Clearing the positive denominators with `div_le_div_iff₀` leaves an inequality that `linarith` obtains from `hB` and the second-order bound `hb`.

`overlap_exact` differentiates $e^{t\varepsilon}\langle v,\varphi(t)\rangle$ and uses `is_const_of_deriv_eq_zero`. `overlap_backwardEuler` proves by induction that $(1+\tau\varepsilon/n)^k\langle v,u_k\rangle$ keeps its initial value, then sets $k=n$ and divides. Neither lemma needs a finite dimension or a normalised eigenvector.

In `backwardEuler_error`, `b` and `ev` are the orthonormal eigenbasis and its energies. Applying `hpos` to each basis vector gives `hev`, the nonnegativity of the energies. Parseval's identity is `hnorm`, the bound for one component is `hcomp`, and the closing `calc` block sums the squares.

Finally, `backwardEuler_witness` exhibits a two-level system with energies $0$ and $1$ and explicit trajectories for both equations. They start from the unnormalised vector $(1,1)$; dividing both by $\sqrt2$ gives the normalised initial state $(1,1)/\sqrt2$. The lower level stays constant in both trajectories, while the upper one decays by $e^{-t}$ exactly and by $(1+\tau/n)^{-k}$ after $k$ numerical steps.
